# For collinear magnetisation, averaging $V(s)+DV(s)s$ over spin directions returns $V$ when $V$ is even and continuously differentiable

## Why does a plain average over spin directions lose the collinear energy?

In a heavy-element compound with spin–orbit coupling, the magnetisation can point in different directions at different places. Many exchange–correlation functionals, however, are written for spins that are up or down along a single axis. One way to use such a functional $V$ is to project the magnetisation on a direction, evaluate $V$ on the projections, and average over all directions.

I would expect this to give back $V$ when the magnetisation happens to be collinear, but it doesn't: for $V(s)=s\cdot s$, with $s$ the list of spin densities on a grid, I get only a third of the right value. I have seen the claim that the average comes out right if $V$ is first replaced by

$$V_{\mathrm{eff}}(s)=V(s)+DV(s)s,$$

where $DV(s)s$ is the derivative of $V$ at $s$ in the direction $s$. Is this exactly true, and what must $V$ satisfy? I would like to see the derivation in full, and a proof in Lean with every assumption stated.

## Recovery holds exactly for functionals that are even under spin reversal

Yes, it is exactly true for a continuously differentiable $V$ on a finite grid, provided that $V(-s)=V(s)$. Evenness is also necessary: without it, the average of $V_{\mathrm{eff}}$ differs from $V$ at some collinear magnetisation.

### From the sphere to an integral over the direction cosine

Let $i$ label the grid points, and let $m_i$ be the magnetisation vector at point $i$. Choose an orthonormal frame $b_0,b_1,b_2$ with polar axis $b_2$. The direction with polar angle $\theta$ and azimuth $\varphi$ is

$$n(\theta,\varphi)=\sin\theta\cos\varphi\,b_0+\sin\theta\sin\varphi\,b_1+\cos\theta\,b_2 .$$

For a functional $F$ of the spin densities, the average over directions is

$$\langle F\rangle(m)=\frac{1}{4\pi}\int_0^{2\pi}\!d\varphi\int_0^{\pi}\!d\theta\,\sin\theta\;F\big((m_i\cdot n(\theta,\varphi))_i\big).$$

A collinear magnetisation along the polar axis has $m_i=s_i\,b_2$ with signed amplitudes $s_i$. Since $b_2$ is a unit vector orthogonal to $b_0$ and $b_1$, the projections are

$$m_i\cdot n(\theta,\varphi)=s_i\cos\theta .$$

All the projections shrink by the same factor, and the azimuth has disappeared. The integral over $\varphi$ gives $2\pi$. With $t=\cos\theta$ and $dt=-\sin\theta\,d\theta$, the limits $0$ and $\pi$ become $1$ and $-1$, and the minus sign turns them round:

$$\langle F\rangle(m)=\frac{2\pi}{4\pi}\int_{-1}^{1}F(ts)\,dt=\frac12\int_{-1}^{1}F(ts)\,dt .$$

This shows what goes wrong with $F=V$. The average samples $V$ at all the reduced amplitudes $ts$, not only at $s$. For $V(s)=s\cdot s$,

$$\frac12\int_{-1}^{1}t^2\,(s\cdot s)\,dt=\frac12\cdot\frac23\,(s\cdot s)=\frac{s\cdot s}{3},$$

which differs from $s\cdot s$ whenever $s\neq0$.

### The extra term makes the integrand a total derivative

Differentiate $t\,V(ts)$ with respect to $t$. The product rule and the chain rule give

$$\frac{d}{dt}\big[t\,V(ts)\big]=V(ts)+t\,DV(ts)s=V(ts)+DV(ts)(ts)=V_{\mathrm{eff}}(ts),$$

where the middle step uses the linearity of the derivative in its direction. The fundamental theorem of calculus then yields

$$\frac12\int_{-1}^{1}V_{\mathrm{eff}}(ts)\,dt=\frac12\big[1\cdot V(s)-(-1)\cdot V(-s)\big]=\frac{V(s)+V(-s)}{2}.$$

The average of $V_{\mathrm{eff}}$ is therefore the even part of $V$. It equals $V(s)$ precisely when $V(-s)=V(s)$. In the quadratic example $DV(s)s=2\,s\cdot s$, so $V_{\mathrm{eff}}(s)=3\,s\cdot s$, and the factor 3 makes up for the lost third.

### One grid point

With a single grid point, $s$ is a number and $V_{\mathrm{eff}}(s)=\frac{d}{ds}\big[s\,V(s)\big]$. The even function $V(s)=s^2$ gives $V_{\mathrm{eff}}(s)=3s^2$, whose average is $s^2$. The odd function $V(s)=s^3$ gives $V_{\mathrm{eff}}(s)=4s^3$, whose average is zero, so $V$ is not recovered at any $s\neq0$.

### What the Lean definitions and theorems say

The grid is a finite type `ι`, and a list of spin densities is a function `ι → ℝ`, which is $\mathbb R^N$ for $N$ grid points. Magnetisation vectors and directions live in `Space`, the three-dimensional Euclidean space. The definitions follow the formulas above:

- `effective V` is $V_{\mathrm{eff}}$. The expression `fderiv ℝ V s s` is the derivative of $V$ at $s$ applied to $s$, that is, $\sum_i s_i\,\partial V/\partial s_i$.
- `direction b θ φ` is $n(\theta,\varphi)$ in the frame `b`, with `b 2` as polar axis.
- `directionAverage b F m` is $\langle F\rangle(m)$, with the factor $1/4\pi$ and the weight $\sin\theta$ written out.
- `collinear b s` is the magnetisation $s_i\,b_2$. The amplitudes carry signs, so antiparallel arrangements are included.

The main theorem, `average_effective_eq`, takes a frame, a functional with `ContDiff ℝ 1 V` (continuously differentiable) and the hypothesis `∀ s, V (-s) = V s`. It concludes that the direction average of `effective V` at `collinear b s` is `V s`, for every `s`. The theorem `average_effective_eq_iff_even` drops the evenness hypothesis and shows that recovery at all `s` is equivalent to it. The two quadratic theorems state the value $(s\cdot s)/3$ and its difference from $s\cdot s$ for nonzero `s`.

Evenness stands for the physical requirement that the exchange–correlation energy does not change when every spin is reversed at once. The exact functional of the charge and spin densities meets it, because time reversal leaves the kinetic energy and the Coulomb repulsion of the electrons unchanged. Here evenness is an assumption on $V$ and is not derived from a Hamiltonian. It concerns the simultaneous reversal at all grid points; flipping the spin density at one point alone may change $V$.

The same frame fixes both the axis of the magnetisation and the polar angles of the average. Because the frame is arbitrary, so is the axis. An average over the whole sphere does not depend on the choice of polar axis, so tying the two together costs no generality; this independence is not proved in the Lean code.

The model has clear limits. The charge density is held fixed and does not appear as a variable. The theorems take $V$ to be defined and continuously differentiable for all real $s$, although a physical spin density never exceeds the electron density in magnitude. The derivation itself uses $V$ only at the points $ts$ with $|t|\le1$, which respect the same bound. Functionals with a kink in $s$, such as one proportional to $|s|$ at a single point, fail the smoothness hypothesis. The integral runs over the whole sphere, so the error of a finite set of directions is not estimated. For a magnetisation that is truly noncollinear, the definition of the average applies, but the theorems give no value for it.

For relativistic density functional calculations, the result is a consistency check on this kind of noncollinear extension: for an even, continuously differentiable functional on a finite grid, the extension agrees with the original functional in the collinear case.

```lean
import Mathlib

open Matrix

namespace NoncollinearSpinAverage

noncomputable section

variable {ι : Type*} [Fintype ι]

/-- Three-dimensional Euclidean space, in which magnetisation vectors and spin directions live. -/
abbrev Space := EuclideanSpace ℝ (Fin 3)

/-- The effective functional `Veff(s) = V(s) + DV(s)s` built from a collinear functional `V`
of the spin densities `s` at the grid points. -/
def effective (V : (ι → ℝ) → ℝ) (s : ι → ℝ) : ℝ :=
  V s + fderiv ℝ V s s

/-- The unit vector with polar angle `θ` and azimuth `φ` in the orthonormal frame `b`,
whose polar axis is `b 2`. -/
def direction (b : OrthonormalBasis (Fin 3) ℝ Space) (θ φ : ℝ) : Space :=
  (Real.sin θ * Real.cos φ) • b 0 + (Real.sin θ * Real.sin φ) • b 1 + Real.cos θ • b 2

/-- The average over all spin directions of a collinear functional `F`, evaluated at the
projections of the magnetisation `m` on each direction. -/
def directionAverage (b : OrthonormalBasis (Fin 3) ℝ Space) (F : (ι → ℝ) → ℝ)
    (m : ι → Space) : ℝ :=
  (4 * Real.pi)⁻¹ * ∫ φ in (0 : ℝ)..(2 * Real.pi), ∫ θ in (0 : ℝ)..Real.pi,
    F (fun i => inner ℝ (m i) (direction b θ φ)) * Real.sin θ

/-- The collinear magnetisation with signed amplitudes `s` along the polar axis of the frame. -/
def collinear (b : OrthonormalBasis (Fin 3) ℝ Space) (s : ι → ℝ) : ι → Space :=
  fun i => s i • b 2

/-- For continuously differentiable `V`, the derivative of `t V(ts)` with respect to the
scaling `t` is `Veff(ts)`. -/
theorem hasDerivAt_scaling {V : (ι → ℝ) → ℝ} (hV : ContDiff ℝ 1 V) (s : ι → ℝ) (t : ℝ) :
    HasDerivAt (fun u : ℝ => u * V (u • s)) (effective V (t • s)) t := by
  have hD : HasFDerivAt V (fderiv ℝ V (t • s)) (t • s) :=
    (hV.differentiable (by norm_num) _).hasFDerivAt
  have hl : HasDerivAt (fun u : ℝ => u • s) s t := by
    simpa using (hasDerivAt_id' t).smul_const s
  -- chain rule along the ray, then the product rule
  have hc : HasDerivAt (fun u : ℝ => V (u • s)) (fderiv ℝ V (t • s) s) t :=
    hD.comp_hasDerivAt t hl
  exact ((hasDerivAt_id' t).fun_mul hc).congr_deriv (by simp [effective])

/-- The effective functional of a continuously differentiable functional is continuous. -/
theorem continuous_effective {V : (ι → ℝ) → ℝ} (hV : ContDiff ℝ 1 V) :
    Continuous (effective V) := by
  show Continuous (fun s => V s + fderiv ℝ V s s)
  exact hV.continuous.add ((hV.continuous_fderiv (by norm_num)).clm_apply continuous_id)

/-- For continuously differentiable `V`, half the integral of `Veff(ts)` over `t` in `[-1,1]`
is the even part of `V` at `s`. -/
theorem half_integral_effective {V : (ι → ℝ) → ℝ} (hV : ContDiff ℝ 1 V) (s : ι → ℝ) :
    (1 / 2) * ∫ t in (-1 : ℝ)..1, effective V (t • s) = (V s + V (-s)) / 2 := by
  have hc : Continuous (fun t : ℝ => effective V (t • s)) :=
    (continuous_effective hV).comp (continuous_id.smul continuous_const)
  rw [intervalIntegral.integral_eq_sub_of_hasDerivAt
    (fun t _ => hasDerivAt_scaling hV s t) (hc.intervalIntegrable _ _)]
  simp only [one_smul, neg_smul]
  ring

omit [Fintype ι] in
/-- For a continuous functional and a collinear magnetisation, the average over spin directions
is half the integral over the direction cosine `t` in `[-1,1]`. -/
theorem directionAverage_collinear (b : OrthonormalBasis (Fin 3) ℝ Space)
    {F : (ι → ℝ) → ℝ} (hF : Continuous F) (s : ι → ℝ) :
    directionAverage b F (collinear b s) = (1 / 2) * ∫ t in (-1 : ℝ)..1, F (t • s) := by
  have o := orthonormal_iff_ite.mp b.orthonormal
  have h0 : inner ℝ (b 2) (b 0) = (0 : ℝ) := by rw [o]; simp
  have h1 : inner ℝ (b 2) (b 1) = (0 : ℝ) := by rw [o]; simp
  have h2 : inner ℝ (b 2) (b 2) = (1 : ℝ) := by rw [o]; simp
  -- every projection is the amplitude times the direction cosine
  have hproj : ∀ θ φ : ℝ,
      (fun i => inner ℝ (collinear b s i) (direction b θ φ)) = Real.cos θ • s := by
    intro θ φ
    funext i
    simp only [collinear, direction, inner_smul_left, inner_add_right, inner_smul_right,
      h0, h1, h2]
    simp [mul_comm]
  -- substitution t = cos θ
  have hsub : ∫ θ in (0 : ℝ)..Real.pi, F (Real.cos θ • s) * Real.sin θ
      = ∫ t in (-1 : ℝ)..1, F (t • s) := by
    have h := intervalIntegral.integral_comp_mul_deriv (a := 0) (b := Real.pi)
      (f := Real.cos) (f' := fun θ => -Real.sin θ) (g := fun t : ℝ => F (t • s))
      (fun θ _ => Real.hasDerivAt_cos θ) (Real.continuous_sin.neg.continuousOn)
      (hF.comp (continuous_id.smul continuous_const))
    simp only [Function.comp_apply, mul_neg, intervalIntegral.integral_neg,
      Real.cos_zero, Real.cos_pi] at h
    rw [intervalIntegral.integral_symm (-1) 1] at h
    linarith
  have hpi := Real.pi_pos
  simp only [directionAverage, hproj, hsub, intervalIntegral.integral_const, smul_eq_mul]
  rw [← mul_assoc]
  congr 1
  rw [sub_zero, inv_mul_eq_div, div_eq_div_iff (by positivity) (by norm_num)]
  ring

/-- For continuously differentiable and even `V`, averaging `Veff` over all spin directions
gives back `V` at every collinear magnetisation. -/
theorem average_effective_eq (b : OrthonormalBasis (Fin 3) ℝ Space) {V : (ι → ℝ) → ℝ}
    (hV : ContDiff ℝ 1 V) (heven : ∀ s, V (-s) = V s) (s : ι → ℝ) :
    directionAverage b (effective V) (collinear b s) = V s := by
  rw [directionAverage_collinear b (continuous_effective hV), half_integral_effective hV,
    heven]
  ring

/-- For continuously differentiable `V`, the direction average of `Veff` agrees with `V` at all
collinear magnetisations if and only if `V` is even under spin reversal. -/
theorem average_effective_eq_iff_even (b : OrthonormalBasis (Fin 3) ℝ Space)
    {V : (ι → ℝ) → ℝ} (hV : ContDiff ℝ 1 V) :
    (∀ s, directionAverage b (effective V) (collinear b s) = V s) ↔ ∀ s, V (-s) = V s := by
  constructor
  · intro h s
    have hs := h s
    rw [directionAverage_collinear b (continuous_effective hV),
      half_integral_effective hV] at hs
    linarith
  · exact fun h s => average_effective_eq b hV h s

/-- Averaging the quadratic functional `V(s) = s·s` itself over spin directions gives one third
of its value at a collinear magnetisation. -/
theorem average_quadratic (b : OrthonormalBasis (Fin 3) ℝ Space) (s : ι → ℝ) :
    directionAverage b (fun v : ι → ℝ => v ⬝ᵥ v) (collinear b s) = (s ⬝ᵥ s) / 3 := by
  have hc : Continuous (fun v : ι → ℝ => v ⬝ᵥ v) := by
    simp only [dotProduct]
    fun_prop
  have hq : ∀ t : ℝ, (t • s) ⬝ᵥ (t • s) = t ^ 2 * (s ⬝ᵥ s) := by
    intro t
    rw [smul_dotProduct, dotProduct_smul, smul_eq_mul, smul_eq_mul]
    ring
  rw [directionAverage_collinear b hc]
  simp only [hq, intervalIntegral.integral_mul_const, integral_pow]
  push_cast
  ring

/-- For the quadratic functional `V(s) = s·s`, the direction average of `V` itself differs from
`V` at every nonzero collinear magnetisation. -/
theorem average_quadratic_ne (b : OrthonormalBasis (Fin 3) ℝ Space) {s : ι → ℝ}
    (hs : s ≠ 0) :
    directionAverage b (fun v : ι → ℝ => v ⬝ᵥ v) (collinear b s) ≠ s ⬝ᵥ s := by
  rw [average_quadratic]
  intro h
  exact hs (dotProduct_self_eq_zero.mp (by linarith))

end

end NoncollinearSpinAverage
```

```lean
#print axioms NoncollinearSpinAverage.average_effective_eq_iff_even
#print axioms NoncollinearSpinAverage.average_quadratic_ne
```

```
'NoncollinearSpinAverage.average_effective_eq_iff_even' depends on axioms: [propext, Classical.choice, Quot.sound]
'NoncollinearSpinAverage.average_quadratic_ne' depends on axioms: [propext, Classical.choice, Quot.sound]
```

### How the lemmas retrace the calculation

The lemma `hasDerivAt_scaling` is the derivative of $t\,V(ts)$. Inside it, `hl` says that the ray $u\mapsto us$ has derivative $s$, and `hc` combines this with the derivative of $V$ by the chain rule. The last line applies the product rule, and `simp` uses linearity to turn $t\,DV(ts)s$ into $DV(ts)(ts)$.

The lemma `continuous_effective` shows that $V_{\mathrm{eff}}$ is continuous. This is where continuity of the derivative of $V$ enters, and not just its existence. It is needed twice: to make the integrand $V_{\mathrm{eff}}(ts)$ integrable, and to allow the substitution on the sphere.

With these two lemmas, `half_integral_effective` applies the fundamental theorem of calculus through `intervalIntegral.integral_eq_sub_of_hasDerivAt`. What remains are the boundary values at $t=1$ and $t=-1$, which `ring` collects into the even part of $V$.

The reduction from the sphere to the interval is `directionAverage_collinear`, stated for any continuous `F`. The facts `h0`, `h1` and `h2` are the inner products of the polar axis with the three frame vectors, and `hproj` uses them to show that the projections are $\cos\theta\,s$. The substitution $t=\cos\theta$ is carried out in `hsub`. There the derivative of the cosine supplies the minus sign, and `intervalIntegral.integral_symm` reverses the limits to absorb it. The integrand no longer depends on $\varphi$, so the outer integral contributes $2\pi$, and the final lines reduce the prefactor to $1/2$.

The main theorem rewrites with these two results and then with evenness, which leaves $(V(s)+V(s))/2=V(s)$. For the converse, assume that the average equals $V(s)$. The same rewriting turns this into $(V(s)+V(-s))/2=V(s)$, and `linarith` solves for $V(-s)=V(s)$.

In `average_quadratic`, the step `hq` pulls the factor $t^2$ out of the dot product, and `integral_pow` evaluates the integral of $t^2$. For `average_quadratic_ne`, suppose that $(s\cdot s)/3=s\cdot s$. Then $s\cdot s=0$, and a real vector with zero dot product with itself is zero, which contradicts $s\neq0$.
